# Three deformation potentials fix the linear strain Hamiltonian of a cubic x, y, z triplet

**A:** Strain shifts and mixes three degenerate band-edge states that transform like x, y, z. If the strain Hamiltonian $D(e)$ is real and linear in the strain $e$, it respects the full cubic symmetry $O_h$ exactly when there are constants $a,b,c$ with

$$D(e)_{ii}=a\,\mathrm{tr}\,e+b\,e_{ii},\qquad D(e)_{ij}=c\,e_{ij}\quad(i\neq j).$$

**Q:** Which objects stand for the strain and the crystal symmetry?

**A:** A strain is a symmetric real 3×3 matrix, and the axes x, y, z are numbered 0, 1, 2. Off-diagonal entries are tensor shears, half the engineering ones.

```lean
import Mathlib

open Matrix

namespace CubicDeformationPotentials

/-- Real 3×3 matrices, with rows and columns labelled by the cubic axes x, y, z. -/
abbrev Mat3 := Matrix (Fin 3) (Fin 3) ℝ

/-- The space of strains: symmetric real 3×3 matrices. -/
def Strain : Submodule ℝ Mat3 where
  carrier := {e | eᵀ = e}
  add_mem' := by
    intro x y hx hy
    simp only [Set.mem_ofPred_eq] at *
    rw [Matrix.transpose_add, hx, hy]
  zero_mem' := Matrix.transpose_zero
  smul_mem' := by
    intro r x hx
    simp only [Set.mem_ofPred_eq] at *
    rw [Matrix.transpose_smul, hx]
```

An operation $R$ turns $e$ into $ReR^T$. The cubic operations, improper ones included, are the matrices with $R_{i,\sigma(i)}=s_i=\pm1$ and zeros elsewhere, for a permutation $\sigma$. They form the group $O_h$. The result also covers the classes $O$ and $T_d$ (zincblende), because $R$ and $-R$ act in the same way on $e$ and $D$. The cubic classes $T$ and $T_h$ have fewer operations and allow further constants.

```lean
/-- The strain `R e Rᵀ` obtained from `e` by the operation `R`. -/
def transform (R : Mat3) (e : Strain) : Strain :=
  ⟨R * e.1 * Rᵀ, by
    have h : e.1ᵀ = e.1 := e.2
    change (R * e.1 * Rᵀ)ᵀ = R * e.1 * Rᵀ
    rw [Matrix.transpose_mul, Matrix.transpose_mul, Matrix.transpose_transpose, h,
      Matrix.mul_assoc]⟩

/-- The signed permutation matrix with entry `s i = ±1` in row `i` and column `σ i`. -/
def signedPerm (s : Fin 3 → ℤˣ) (σ : Equiv.Perm (Fin 3)) : Mat3 :=
  Matrix.of fun i j => if j = σ i then ((s i : ℤ) : ℝ) else 0
```

**Q:** And "respects cubic symmetry"?

**A:** `IsCubic` says $D(ReR^T)=R\,D(e)\,R^T$ for all of them: transforming the strain, with the crystal left in place, transforms the Hamiltonian in the same way. `HasPotentials` is the formula above.

```lean
/-- A linear strain Hamiltonian `D` is cubic if `D (R e Rᵀ) = R (D e) Rᵀ` for every strain `e`
and every signed permutation matrix `R`. -/
def IsCubic (D : Strain →ₗ[ℝ] Mat3) : Prop :=
  ∀ s σ e, D (transform (signedPerm s σ) e) = signedPerm s σ * D e * (signedPerm s σ)ᵀ

/-- `D` has deformation potentials `a`, `b`, `c`: its diagonal entries are
`a tr e + b e_ii` and its off-diagonal entries are `c e_ij`. -/
def HasPotentials (D : Strain →ₗ[ℝ] Mat3) (a b c : ℝ) : Prop :=
  ∀ e : Strain, (∀ i, D e i i = a * Matrix.trace e.1 + b * e.1 i i) ∧
    ∀ i j, i ≠ j → D e i j = c * e.1 i j
```

The letters differ from Pikus–Bir usage: here the mean band shift is $(a+b/3)\,\mathrm{tr}\,e$, so $a$ alone is not the hydrostatic potential.

**Q:** You never require $D(e)$ to be symmetric. Shouldn't a Hamiltonian be?

**A:** It comes out symmetric, because $e$ is. Real entries are assumed; they suit spinless states with time-reversal symmetry and real basis functions.

**Q:** Then derive the three constants by hand.

**A:** Take unit strains $E^{kl}$ with $(E^{kl})_{ij}=\delta_{ik}\delta_{jl}+\delta_{jk}\delta_{il}$. Note that $E^{kk}$ is a stretch of size 2.

```lean
/-- The unit strain with equal `kl` and `lk` components; for `k = l` it is a stretch of
size 2 along axis `k`. -/
def unitStrain (k l : Fin 3) : Strain :=
  ⟨Matrix.of fun i j => (1 : Mat3) i k * (1 : Mat3) j l + (1 : Mat3) j k * (1 : Mat3) i l, by
    change Matrix.transpose _ = _
    ext i j
    simp only [Matrix.transpose_apply, Matrix.of_apply]
    ring⟩
```

Multiplying out gives $(RMR^T)_{ij}=s_is_jM_{\sigma(i)\sigma(j)}$, which is `conj_apply`.

```lean
/-- The square of a sign is one. -/
lemma sign_sq (u : ℤˣ) : ((u : ℤ) : ℝ) * ((u : ℤ) : ℝ) = 1 := by
  rcases Int.units_eq_one_or u with rfl | rfl <;> norm_num

/-- Conjugation by a signed permutation matrix relabels the axes and multiplies each
component by the two signs of its axes. -/
theorem conj_apply (s : Fin 3 → ℤˣ) (σ : Equiv.Perm (Fin 3)) (M : Mat3) (i j : Fin 3) :
    (signedPerm s σ * M * (signedPerm s σ)ᵀ) i j
      = ((s i : ℤ) : ℝ) * ((s j : ℤ) : ℝ) * M (σ i) (σ j) := by
  simp only [signedPerm, Matrix.mul_apply, Matrix.transpose_apply, Matrix.of_apply, ite_mul,
    zero_mul, mul_ite, mul_zero, Finset.sum_ite_eq', Finset.mem_univ, if_true]
  ring
```

Hence $R\,E^{\sigma(k)\sigma(l)}R^T=s_ks_l\,E^{kl}$. Applying $D$ and using covariance,

$$s_ks_l\,D(E^{kl})_{ij}=s_is_j\,D(E^{\sigma(k)\sigma(l)})_{\sigma(i)\sigma(j)}.$$

In the code, `hu` is the first equation, and `hD` then supplies the second.

```lean
/-- For a cubic `D`, the responses to unit strains along permuted axes agree up to the signs
of the axes involved. -/
theorem component_relation {D : Strain →ₗ[ℝ] Mat3} (hD : IsCubic D) (s : Fin 3 → ℤˣ)
    (σ : Equiv.Perm (Fin 3)) (k l i j : Fin 3) :
    ((s k : ℤ) : ℝ) * ((s l : ℤ) : ℝ) * D (unitStrain k l) i j
      = ((s i : ℤ) : ℝ) * ((s j : ℤ) : ℝ) * D (unitStrain (σ k) (σ l)) (σ i) (σ j) := by
  -- a cubic operation carries unit strains to unit strains, up to sign
  have hu : transform (signedPerm s σ) (unitStrain (σ k) (σ l))
      = (((s k : ℤ) : ℝ) * ((s l : ℤ) : ℝ)) • unitStrain k l := by
    apply Subtype.ext
    ext i j
    change (signedPerm s σ * (unitStrain (σ k) (σ l)).1 * (signedPerm s σ)ᵀ) i j
      = ((s k : ℤ) : ℝ) * ((s l : ℤ) : ℝ) * (unitStrain k l).1 i j
    have hσ : ∀ m n, (1 : Mat3) (σ m) (σ n) = (1 : Mat3) m n := by
      intro m n
      simp [Matrix.one_apply]
    have hs : ∀ m n, ((s m : ℤ) : ℝ) * (1 : Mat3) m n = ((s n : ℤ) : ℝ) * (1 : Mat3) m n := by
      intro m n
      by_cases h : m = n
      · rw [h]
      · rw [Matrix.one_apply_ne h, mul_zero, mul_zero]
    rw [conj_apply]
    simp only [unitStrain, Matrix.of_apply, hσ]
    linear_combination ((s j : ℤ) : ℝ) * (1 : Mat3) j l * hs i k
      + ((s k : ℤ) : ℝ) * (1 : Mat3) i k * hs j l
      + ((s j : ℤ) : ℝ) * (1 : Mat3) j k * hs i l
      + ((s l : ℤ) : ℝ) * (1 : Mat3) i l * hs j k
  have h := congrArg (fun M : Mat3 => M i j) (hD s σ (unitStrain (σ k) (σ l)))
  simp only [hu, map_smul, Matrix.smul_apply, smul_eq_mul, conj_apply] at h
  exact h
```

Now set $\sigma=1$. If $k,l,i,j$ do not form two equal pairs, some axis $p$ occurs an odd number of times. Reversing it gives $D(E^{kl})_{ij}=-D(E^{kl})_{ij}=0$. Lean finds $p$ by checking all index choices with `decide`.

```lean
set_option maxRecDepth 20000 in
/-- Selection rule: for a cubic `D`, the `ij` entry of the response to the unit strain `kl`
vanishes unless the four indices `k, l, i, j` can be grouped into two equal pairs. -/
theorem selection_rule {D : Strain →ₗ[ℝ] Mat3} (hD : IsCubic D) (k l i j : Fin 3)
    (h1 : ¬(k = l ∧ i = j)) (h2 : ¬(k = i ∧ l = j)) (h3 : ¬(k = j ∧ l = i)) :
    D (unitStrain k l) i j = 0 := by
  -- some axis occurs an odd number of times; reverse it
  have key : ∀ k l i j : Fin 3, ¬(k = l ∧ i = j) → ¬(k = i ∧ l = j) → ¬(k = j ∧ l = i) →
      ∃ p : Fin 3, (if k = p then (-1 : ℤˣ) else 1) * (if l = p then -1 else 1)
        = -((if i = p then -1 else 1) * (if j = p then -1 else 1)) := by decide
  obtain ⟨p, hp⟩ := key k l i j h1 h2 h3
  let s : Fin 3 → ℤˣ := fun m => if m = p then -1 else 1
  have hp' : s k * s l = -(s i * s j) := hp
  have hr := congrArg (fun u : ℤˣ => ((u : ℤ) : ℝ)) hp'
  simp only [Units.val_mul, Units.val_neg, Int.cast_mul, Int.cast_neg] at hr
  have hc := component_relation hD s 1 k l i j
  simp only [Equiv.Perm.one_apply] at hc
  rw [hr] at hc
  have hz : ((s i : ℤ) : ℝ) * ((s j : ℤ) : ℝ) * D (unitStrain k l) i j = 0 := by linarith
  have hi : ((s i : ℤ) : ℝ) ≠ 0 := left_ne_zero_of_mul_eq_one (sign_sq (s i))
  have hj : ((s j : ℤ) : ℝ) ≠ 0 := left_ne_zero_of_mul_eq_one (sign_sq (s j))
  exact (mul_eq_zero.mp hz).resolve_left (mul_ne_zero hi hj)
```

Permutations with all signs $+1$ reduce the remaining components to

$$A=D(E^{00})_{00},\quad B=D(E^{00})_{11},\quad C=D(E^{01})_{01}.$$

Since $e=\tfrac12\sum_{kl}e_{kl}E^{kl}$, linearity gives

$$D(e)_{ii}=\tfrac12\left[A\,e_{ii}+B(\mathrm{tr}\,e-e_{ii})\right],\qquad D(e)_{ij}=\tfrac12(e_{ij}+e_{ji})C=C\,e_{ij}.$$

So $a=B/2$, $b=(A-B)/2$, $c=C$.

```lean
/-- The response to any strain is the superposition of the responses to unit strains. -/
theorem strain_expansion (D : Strain →ₗ[ℝ] Mat3) (e : Strain) (i j : Fin 3) :
    D e i j = (1 / 2) * ∑ k, ∑ l, e.1 k l * D (unitStrain k l) i j := by
  have he : e = (1 / 2 : ℝ) • ∑ k, ∑ l, e.1 k l • unitStrain k l := by
    apply Subtype.ext
    ext m n
    have hs : e.1 n m = e.1 m n := congrArg (fun M : Mat3 => M m n) e.2
    simp only [Submodule.coe_smul, Submodule.coe_sum, Matrix.smul_apply, Matrix.sum_apply,
      smul_eq_mul, unitStrain, Matrix.of_apply, Matrix.one_apply, mul_add,
      Finset.sum_add_distrib, mul_ite, mul_one, mul_zero, Finset.sum_ite_eq,
      Finset.mem_univ, if_true]
    linarith
  have h := congrArg (fun x => D x i j) he
  simp only [map_smul, map_sum, Matrix.smul_apply, Matrix.sum_apply, smul_eq_mul] at h
  exact h
```

**Q:** And the converse?

**A:** Let $e'=ReR^T$. Then $e'_{ii}=e_{\sigma(i)\sigma(i)}$, so the trace is unchanged and $D(e')_{ii}=D(e)_{\sigma(i)\sigma(i)}$. For $i\ne j$, $D(e')_{ij}=c\,s_is_j\,e_{\sigma(i)\sigma(j)}=s_is_jD(e)_{\sigma(i)\sigma(j)}$. Both are the entries of $R\,D(e)\,R^T$.

In the forward half below, `hlong`, `hside` and `hshear` identify $A$, $B$ and $C$. For the off-diagonal entries, `ho` shows $D(E^{kl})_{ij}=C\,(E^{kl})_{ij}$, and the expansion of $e$ itself finishes the sum.

```lean
/-- A linear strain Hamiltonian on the three axes is cubic if and only if it is given by
three deformation potentials `a`, `b`, `c`. -/
theorem isCubic_iff_hasPotentials (D : Strain →ₗ[ℝ] Mat3) :
    IsCubic D ↔ ∃ a b c, HasPotentials D a b c := by
  constructor
  · intro hD
    have perm01 : ∀ i j : Fin 3, i ≠ j → ∃ σ : Equiv.Perm (Fin 3), σ i = 0 ∧ σ j = 1 := by
      decide
    -- permuting the axes leaves three independent components
    have hshear : ∀ i j, i ≠ j → D (unitStrain i j) i j = D (unitStrain 0 1) 0 1 := by
      intro i j hij
      obtain ⟨σ, h0, h1⟩ := perm01 i j hij
      simpa [h0, h1] using component_relation hD 1 σ i j i j
    have hside : ∀ k i, k ≠ i → D (unitStrain k k) i i = D (unitStrain 0 0) 1 1 := by
      intro k i hki
      obtain ⟨σ, h0, h1⟩ := perm01 k i hki
      simpa [h0, h1] using component_relation hD 1 σ k k i i
    have hlong : ∀ i, D (unitStrain i i) i i = D (unitStrain 0 0) 0 0 := by
      intro i
      simpa using component_relation hD 1 (Equiv.swap i 0) i i i i
    refine ⟨D (unitStrain 0 0) 1 1 / 2,
      (D (unitStrain 0 0) 0 0 - D (unitStrain 0 0) 1 1) / 2,
      D (unitStrain 0 1) 0 1, fun e => ⟨fun i => ?_, fun i j hij => ?_⟩⟩
    · -- diagonal entries: only stretches contribute
      have hrow : ∀ k, ∑ l, e.1 k l * D (unitStrain k l) i i
          = e.1 k k * D (unitStrain k k) i i := by
        intro k
        refine Finset.sum_eq_single k (fun l _ hl => ?_) (by simp)
        rw [selection_rule hD k l i i (fun h => hl h.1.symm)
          (fun h => hl (h.2.trans h.1.symm)) (fun h => hl (h.2.trans h.1.symm)), mul_zero]
      have hd : ∀ k, D (unitStrain k k) i i = D (unitStrain 0 0) 1 1
          + (if k = i then D (unitStrain 0 0) 0 0 - D (unitStrain 0 0) 1 1 else 0) := by
        intro k
        by_cases h : k = i
        · rw [if_pos h, h, hlong]
          ring
        · rw [if_neg h, hside k i h, add_zero]
      rw [strain_expansion D e i i]
      simp only [hrow]
      simp only [hd, mul_add, mul_ite, mul_zero, Finset.sum_add_distrib, Finset.sum_ite_eq',
        Finset.mem_univ, if_true, ← Finset.sum_mul, Matrix.trace, Matrix.diag_apply]
      ring
    · -- off-diagonal entries: only the shear of the same two axes contributes
      have ho : ∀ k l, D (unitStrain k l) i j
          = D (unitStrain 0 1) 0 1 * (unitStrain k l).1 i j := by
        intro k l
        by_cases h2 : k = i ∧ l = j
        · obtain ⟨rfl, rfl⟩ := h2
          rw [hshear k l hij]
          simp [unitStrain, Matrix.one_apply, hij]
        by_cases h3 : k = j ∧ l = i
        · obtain ⟨rfl, rfl⟩ := h3
          have hc : unitStrain k l = unitStrain l k := by
            apply Subtype.ext
            ext m n
            simp only [unitStrain, Matrix.of_apply]
            ring
          rw [hc, hshear l k hij]
          simp [unitStrain, Matrix.one_apply, hij]
        rw [selection_rule hD k l i j (fun h => hij h.2) h2 h3]
        have hz : (unitStrain k l).1 i j = 0 := by
          simp only [unitStrain, Matrix.of_apply, Matrix.one_apply]
          split_ifs <;> simp_all
        rw [hz, mul_zero]
      have he := strain_expansion Strain.subtype e i j
      simp only [Submodule.subtype_apply] at he
      rw [strain_expansion D e i j, he]
      simp only [ho, Finset.mul_sum]
      exact Finset.sum_congr rfl fun k _ => Finset.sum_congr rfl fun l _ => by ring
  · rintro ⟨a, b, c, h⟩ s σ e
    have ht : ∀ i j, (transform (signedPerm s σ) e).1 i j
        = ((s i : ℤ) : ℝ) * ((s j : ℤ) : ℝ) * e.1 (σ i) (σ j) := conj_apply s σ e.1
    -- the volume change is the same after the operation
    have htr : Matrix.trace (transform (signedPerm s σ) e).1 = Matrix.trace e.1 := by
      simp only [Matrix.trace, Matrix.diag_apply, ht, sign_sq, one_mul]
      exact Equiv.sum_comp σ (fun i => e.1 i i)
    ext i j
    rw [conj_apply]
    by_cases hij : i = j
    · subst hij
      rw [(h _).1 i, (h e).1 (σ i), htr, ht]
      linear_combination (-(a * Matrix.trace e.1)) * sign_sq (s i)
    · rw [(h _).2 i j hij, (h e).2 _ _ (σ.injective.ne hij), ht]
      ring
```

**Q:** Could two sets of constants describe the same Hamiltonian?

**A:** No. $D(E^{00})$ has entries $2a$ at 11 and $2a+2b$ at 00, and $D(E^{01})_{01}=c$. These fix all three.

```lean
/-- The three deformation potentials are determined by the strain Hamiltonian. -/
theorem potentials_unique {D : Strain →ₗ[ℝ] Mat3} {a b c a' b' c' : ℝ}
    (h : HasPotentials D a b c) (h' : HasPotentials D a' b' c') :
    a = a' ∧ b = b' ∧ c = c' := by
  have t : Matrix.trace (unitStrain 0 0).1 = 2 := by
    norm_num [unitStrain, Matrix.trace, Fin.sum_univ_three, Matrix.one_apply]
    decide
  have u0 : (unitStrain 0 0).1 0 0 = 2 := by norm_num [unitStrain, Matrix.one_apply]
  have u1 : (unitStrain 0 0).1 1 1 = 0 := by norm_num [unitStrain, Matrix.one_apply]
  have v : (unitStrain 0 1).1 0 1 = 1 := by norm_num [unitStrain, Matrix.one_apply]
  have e1 := ((h (unitStrain 0 0)).1 1).symm.trans ((h' (unitStrain 0 0)).1 1)
  have e0 := ((h (unitStrain 0 0)).1 0).symm.trans ((h' (unitStrain 0 0)).1 0)
  have e2 := ((h (unitStrain 0 1)).2 0 1 (by decide)).symm.trans
    ((h' (unitStrain 0 1)).2 0 1 (by decide))
  rw [t, u1] at e1
  rw [t, u0] at e0
  rw [v] at e2
  exact ⟨by linarith, by linarith, by linarith⟩
```

**Q:** What happens under strain along [001]?

**A:** For $e=\mathrm{diag}(p,p,q)$ the trace is $2p+q$ and there is no shear. The x and y energies are $a(2p+q)+bp$, and the z energy is $a(2p+q)+bq$. In the hydrostatic limit $q=p$ all three equal $(3a+b)p$: the triplet shifts without splitting.

```lean
/-- If `D` has deformation potentials `a`, `b`, `c`, then its value at the strain `diag(p, p, q)` is
diagonal, with entries `a (2p + q) + b p` for x and y and `a (2p + q) + b q` for z. -/
theorem strain_001 {D : Strain →ₗ[ℝ] Mat3} {a b c : ℝ} (h : HasPotentials D a b c)
    (e : Strain) (p q : ℝ) (he : e.1 = Matrix.diagonal ![p, p, q]) :
    D e = Matrix.diagonal ![a * (2 * p + q) + b * p, a * (2 * p + q) + b * p,
      a * (2 * p + q) + b * q] := by
  have ht : Matrix.trace e.1 = 2 * p + q := by
    rw [he, Matrix.trace_diagonal, Fin.sum_univ_three]
    change p + p + q = 2 * p + q
    ring
  ext i j
  by_cases hij : i = j
  · subst hij
    rw [(h e).1 i, ht, he]
    fin_cases i <;> simp
  · rw [(h e).2 i j hij, he, Matrix.diagonal_apply_ne _ hij, Matrix.diagonal_apply_ne _ hij,
      mul_zero]
```

**Q:** And a stretch along [111]?

**A:** Take zero diagonal strain and every off-diagonal strain equal to $g$. This is a strain of $2g$ along [111] and $-g$ across it. Then $D(e)_{ij}=cg(1-\delta_{ij})$, so

$$(D(e)v)_i=cg\Big(\sum_jv_j-v_i\Big).$$

The code uses $(1,1,1)$; the normalised state $(1,1,1)/\sqrt3$ has the same energy, $2cg$. States orthogonal to it have $\sum_jv_j=0$ and energy $-cg$. The lemma `key` is the displayed equation.

```lean
/-- Let `D` have deformation potentials `a`, `b`, `c`, and let the strain `e` have zero diagonal and
all off-diagonal entries equal to `g`. Then `D e` multiplies the vector (1,1,1) by `2cg` and every
vector orthogonal to it by `-cg`. -/
theorem shear_111 {D : Strain →ₗ[ℝ] Mat3} {a b c : ℝ} (h : HasPotentials D a b c)
    (e : Strain) (g : ℝ) (hd : ∀ i, e.1 i i = 0) (ho : ∀ i j, i ≠ j → e.1 i j = g) :
    D e *ᵥ (fun _ => 1) = (2 * c * g) • (fun _ => (1 : ℝ)) ∧
      ∀ v : Fin 3 → ℝ, ∑ i, v i = 0 → D e *ᵥ v = (-(c * g)) • v := by
  have hM : ∀ i j, D e i j = c * g * (1 - (1 : Mat3) i j) := by
    intro i j
    by_cases hij : i = j
    · subst hij
      rw [(h e).1 i, hd i, Matrix.one_apply_eq]
      simp [Matrix.trace, hd]
    · rw [(h e).2 i j hij, ho i j hij, Matrix.one_apply_ne hij]
      ring
  -- each component couples to the sum of the other two
  have key : ∀ (v : Fin 3 → ℝ) i, (D e *ᵥ v) i = c * g * (∑ j, v j - v i) := by
    intro v i
    have hv : ∑ j, (1 : Mat3) i j * v j = v i := by
      simp [Matrix.one_apply]
    calc (D e *ᵥ v) i = ∑ j, D e i j * v j := rfl
      _ = ∑ j, c * g * (v j - (1 : Mat3) i j * v j) :=
        Finset.sum_congr rfl fun j _ => by rw [hM]; ring
      _ = c * g * (∑ j, v j - v i) := by
        rw [← Finset.mul_sum, Finset.sum_sub_distrib, hv]
  constructor
  · funext i
    rw [key, Fin.sum_univ_three, Pi.smul_apply, smul_eq_mul]
    ring
  · intro v hv
    funext i
    rw [key, hv, Pi.smul_apply, smul_eq_mul]
    ring

end CubicDeformationPotentials
```

**Q:** So what must I still supply for a real semiconductor?

**A:** The identification of $D$ with the first-order strain response of its actual band-edge states. Given that, this is the strain term at $k=0$ in a k·p model of a p-like valence band without spin–orbit coupling. Symmetry leaves the values of $a,b,c$ open; they come from experiment or an electronic-structure calculation.

```lean
#print axioms CubicDeformationPotentials.isCubic_iff_hasPotentials
#print axioms CubicDeformationPotentials.potentials_unique
#print axioms CubicDeformationPotentials.strain_001
#print axioms CubicDeformationPotentials.shear_111
```

```
'CubicDeformationPotentials.isCubic_iff_hasPotentials' depends on axioms: [propext, Classical.choice, Quot.sound]
'CubicDeformationPotentials.potentials_unique' depends on axioms: [propext, Classical.choice, Quot.sound]
'CubicDeformationPotentials.strain_001' depends on axioms: [propext, Classical.choice, Quot.sound]
'CubicDeformationPotentials.shear_111' depends on axioms: [propext, Classical.choice, Quot.sound]
```
